# The logarithm of a pseudo-orbital's core charge lies on or above its tangents in a linear coefficient of the exponent

A pseudo-orbital has radial density `w exp(2 d g)`, where `d` is a real coefficient, and its core norm N(d) is the integral of this density from 0 to a core radius `R > 0`, that is, the charge in the core and not its square root. The functions `w` and `g` are assumed continuous on `[0, R]` and positive in its interior. The theorem `Admissible.tangent_le` states that, for all real `d` and `e`, log N(e) is at least log N(d) + (e − d)s, where s is the mean of `2 g` over the core density at `d`, normalised by N(d). With m = (e − d)s, the proof integrates the inequality 1 + t ≤ exp t, at t = 2(e − d)g − m, against exp(m) times the density at `d`. This should give exp(m) N(d) ≤ N(e), and taking logarithms then gives the claim.

As first written in Lean, the proof fails:

```lean
import Mathlib

open MeasureTheory Filter Topology Set

namespace TangentLe

noncomputable section

/-- Weight `w` and profile `g` are continuous on the core region `[0, R]`, `R > 0`, and positive
in its interior. -/
structure Admissible (w g : ℝ → ℝ) (R : ℝ) : Prop where
  radius_pos : 0 < R
  cont_w : ContinuousOn w (Icc 0 R)
  cont_g : ContinuousOn g (Icc 0 R)
  w_pos : ∀ r ∈ Ioo 0 R, 0 < w r
  g_pos : ∀ r ∈ Ioo 0 R, 0 < g r

/-- Core norm: the charge (squared norm, not its square root) inside the core radius `R` of a
pseudo-orbital with radial density `w exp(2 d g)`. -/
def coreNorm (w g : ℝ → ℝ) (R d : ℝ) : ℝ :=
  ∫ r in (0 : ℝ)..R, w r * Real.exp (2 * d * g r)

/-- Logarithm of the core norm, for positive core norm. -/
def logNorm (w g : ℝ → ℝ) (R d : ℝ) : ℝ := Real.log (coreNorm w g R d)

/-- Mean of `2 g` over the core density, for nonzero core norm. -/
def logSlope (w g : ℝ → ℝ) (R d : ℝ) : ℝ :=
  (∫ r in (0 : ℝ)..R, 2 * g r * (w r * Real.exp (2 * d * g r))) / coreNorm w g R d

variable {w g : ℝ → ℝ} {R : ℝ}

/-- For admissible `w` and `g` the radial density is continuous on the core region. -/
theorem Admissible.continuousOn_density (h : Admissible w g R) (d : ℝ) :
    ContinuousOn (fun r => w r * Real.exp (2 * d * g r)) (Icc 0 R) :=
  h.cont_w.mul (continuousOn_const.mul h.cont_g).rexp

/-- For admissible `w` and `g` the core norm is positive. -/
theorem Admissible.coreNorm_pos (h : Admissible w g R) (d : ℝ) : 0 < coreNorm w g R d :=
  intervalIntegral.intervalIntegral_pos_of_pos_on
    ((h.continuousOn_density d).intervalIntegrable_of_Icc h.radius_pos.le)
    (fun r hr => mul_pos (h.w_pos r hr) (Real.exp_pos _)) h.radius_pos

/-- For admissible `w` and `g` the log-norm lies on or above each of its tangents. -/
theorem Admissible.tangent_le (h : Admissible w g R) (d e : ℝ) :
    logNorm w g R d + (e - d) * logSlope w g R d ≤ logNorm w g R e := by
  obtain ⟨m, hm⟩ : ∃ m, m = (e - d) * logSlope w g R d := ⟨_, rfl⟩
  have hZ := h.coreNorm_pos d
  have hA := (h.continuousOn_density d).intervalIntegrable_of_Icc (μ := volume) h.radius_pos.le
  have hB := ((continuousOn_const (c := (2 : ℝ)).mul h.cont_g).mul
    (h.continuousOn_density d)).intervalIntegrable_of_Icc (μ := volume) h.radius_pos.le
  have hs : (∫ r in (0 : ℝ)..R, 2 * g r * (w r * Real.exp (2 * d * g r))) =
      logSlope w g R d * coreNorm w g R d := (div_mul_cancel₀ _ hZ.ne').symm
  have hi : (∫ r in (0 : ℝ)..R, Real.exp m * ((1 - m) * (w r * Real.exp (2 * d * g r)) +
      (e - d) * (2 * g r * (w r * Real.exp (2 * d * g r))))) =
      Real.exp m * coreNorm w g R d := by
    rw [intervalIntegral.integral_const_mul,
      intervalIntegral.integral_add (hA.const_mul _) (hB.const_mul _),
      intervalIntegral.integral_const_mul, intervalIntegral.integral_const_mul, hs]
    change Real.exp m * ((1 - m) * coreNorm w g R d +
      (e - d) * (logSlope w g R d * coreNorm w g R d)) = _
    linear_combination (-Real.exp m * coreNorm w g R d) * hm
  -- integrate `1 + t ≤ exp t` against the density
  have key : Real.exp m * coreNorm w g R d ≤ coreNorm w g R e := by
    rw [← hi]
    refine intervalIntegral.integral_mono_on_of_le_Ioo h.radius_pos.le
      (((hA.const_mul _).add (hB.const_mul _)).const_mul _)
      ((h.continuousOn_density e).intervalIntegrable_of_Icc h.radius_pos.le) fun r hr => ?_
    have ht := Real.add_one_le_exp (2 * (e - d) * g r - m)
    have hE : Real.exp (2 * e * g r) = Real.exp m * Real.exp (2 * d * g r) *
        Real.exp (2 * (e - d) * g r - m) := by
      rw [← Real.exp_add, ← Real.exp_add]; congr 1; ring
    have hp : 0 ≤ Real.exp m * (w r * Real.exp (2 * d * g r)) :=
      (mul_pos (Real.exp_pos _) (mul_pos (h.w_pos r hr) (Real.exp_pos _))).le
    rw [hE]
    linarith [mul_le_mul_of_nonneg_left ht hp]
  have hlog := Real.log_le_log (mul_pos (Real.exp_pos m) hZ) key
  rw [Real.log_mul (Real.exp_ne_zero m) hZ.ne', Real.log_exp] at hlog
  rw [← hm]
  unfold logNorm
  linarith

end

end TangentLe
```

Compiling this gives:

```
Main.lean:57:6: error: Tactic `rewrite` failed: Did not find an occurrence of the pattern
  ∫ (x : ℝ) in 0..R,
    ?m.275 * (w x * Real.exp (2 * d * g x)) + ?m.282 * ((fun x => 2) * g * fun r => w r * Real.exp (2 * d * g r)) x
in the target expression
  Real.exp m *
      ∫ (x : ℝ) in 0..R,
        (1 - m) * (w x * Real.exp (2 * d * g x)) + (e - d) * (2 * g x * (w x * Real.exp (2 * d * g x))) =
    Real.exp m * coreNorm w g R d

w g : ℝ → ℝ
R : ℝ
h : Admissible w g R
d e m : ℝ
hm : m = (e - d) * logSlope w g R d
hZ : 0 < coreNorm w g R d
hA : IntervalIntegrable (fun r => w r * Real.exp (2 * d * g r)) volume 0 R
hB : IntervalIntegrable ((fun x => 2) * g * fun r => w r * Real.exp (2 * d * g r)) volume 0 R
hs : ∫ (r : ℝ) in 0..R, 2 * g r * (w r * Real.exp (2 * d * g r)) = logSlope w g R d * coreNorm w g R d
⊢ Real.exp m *
      ∫ (x : ℝ) in 0..R,
        (1 - m) * (w x * Real.exp (2 * d * g x)) + (e - d) * (2 * g x * (w x * Real.exp (2 * d * g x))) =
    Real.exp m * coreNorm w g R d
```

Diagnosis. The error is in the rewrite with `intervalIntegral.integral_add`, which is to split the integral of a sum in the proof of `hi`. The lemma takes its integrands from the integrability proofs it is given. `hB` had no stated type, so Lean inferred one from the continuity proof, in which the integrand is a product of functions, `(fun x => 2) * g * fun r => ...`. The pattern therefore contains this product applied to `x`, while the goal has the product of values `2 * g x * (...)`. The two are equal by definition, but `rw` does not unfold the multiplication of functions when it looks for its pattern, so it finds no match.

The repair states the type of `hB` with the integrand written as in the goal. The proof term is unchanged, and Lean accepts it for the new type because the two forms are equal by definition. The pattern built from `hB.const_mul _` then has the form of the goal, and the rewrite succeeds.

The mended proof, as a diff:

```diff
@@ -47,6 +47,7 @@
   have hZ := h.coreNorm_pos d
   have hA := (h.continuousOn_density d).intervalIntegrable_of_Icc (μ := volume) h.radius_pos.le
-  have hB := ((continuousOn_const (c := (2 : ℝ)).mul h.cont_g).mul
-    (h.continuousOn_density d)).intervalIntegrable_of_Icc (μ := volume) h.radius_pos.le
+  have hB : IntervalIntegrable (fun r => 2 * g r * (w r * Real.exp (2 * d * g r))) volume 0 R :=
+    ((continuousOn_const (c := (2 : ℝ)).mul h.cont_g).mul
+      (h.continuousOn_density d)).intervalIntegrable_of_Icc (μ := volume) h.radius_pos.le
   have hs : (∫ r in (0 : ℝ)..R, 2 * g r * (w r * Real.exp (2 * d * g r))) =
       logSlope w g R d * coreNorm w g R d := (div_mul_cancel₀ _ hZ.ne').symm
```
